# Mean potential energy $k_BT/p$ of a classical mode in the well $a|x|^p$ with $a,p>0$

To estimate the thermal energy of a crystal classically, mode by mode, one assigns each vibrational mode a mean potential energy in addition to its mean kinetic energy. For a harmonic mode the potential part is $k_BT/2$. If the potential of a soft mode is purely quartic, this part becomes $k_BT/4$.

## Thermal averages in one coordinate

Let $x$ be the displacement along one decoupled mode, $V(x)$ its potential energy and $T>0$ the temperature in units where $k_B=1$. The classical average of an observable $A$ is

$$\langle A\rangle=\frac{\int_{-\infty}^{\infty}A(x)\,e^{-V(x)/T}\,dx}{\int_{-\infty}^{\infty}e^{-V(x)/T}\,dx}.$$

For $V=a|x|^p$ with real $a,p>0$, the result is $p\,\langle V\rangle=T$. Even powers $p=2k$ with $k\ge1$ give $\langle a x^{2k}\rangle=T/(2k)$.

## The power-law well by Gamma functions

Put $c=a/T$ and take $q>-1$, so that the integrand below is integrable at the origin. By symmetry and the substitution $u=cx^p$,

$$M_q=\int_{-\infty}^{\infty}|x|^q e^{-c|x|^p}dx=2\int_0^\infty x^q e^{-cx^p}dx=\frac{2}{p}\,c^{-(q+1)/p}\,\Gamma\!\left(\frac{q+1}{p}\right).$$

The mean energy is $aM_p/M_0$. Since $\Gamma(1/p+1)=\Gamma(1/p)/p$,

$$\langle V\rangle=a\,c^{-1}\,\frac{\Gamma(1/p+1)}{\Gamma(1/p)}=a\cdot\frac{T}{a}\cdot\frac1p=\frac Tp.$$

**A numerical case.** Take $V=3x^4$ and $T=2$, so $c=3/2$. Then $M_0=\tfrac12c^{-1/4}\Gamma(1/4)$ and $M_4=\tfrac12c^{-5/4}\cdot\tfrac14\Gamma(1/4)$. Their ratio is $\langle x^4\rangle=\tfrac23\cdot\tfrac14=\tfrac16$, and $\langle V\rangle=3\cdot\tfrac16=\tfrac12=T/4$.

**A flat potential.** The condition $a>0$ provides the confinement. At $a=0$ the weight is 1 everywhere and the partition integral diverges, so there is no normalised thermal distribution. Lean gives a divergent integral the value 0, and the formal average is then 0, not $T/p$.

## General and mixed wells by integration by parts

For a differentiable well,

$$\frac{d}{dx}\left(x e^{-V/T}\right)=e^{-V/T}-\frac{xV'(x)}{T}e^{-V/T}.$$

Suppose that $e^{-V/T}$, $xe^{-V/T}$ and $xV'e^{-V/T}$ are integrable. Then the derivative is integrable, so $xe^{-V/T}$ has limits at $\pm\infty$, and its own integrability forces these limits to be zero. The left side integrates to zero, and division by the partition integral gives $\langle xV'\rangle=T$.

Now let $V=ax^2+bx^4$ with $a,b>0$. Here $xV'=2ax^2+4bx^4$. With $E_2=\langle ax^2\rangle$ and $E_4=\langle bx^4\rangle$, the identity reads $2E_2+4E_4=T$. Both terms are positive, and therefore

$$4(E_2+E_4)=T+2E_2>T,\qquad 2(E_2+E_4)=T-2E_4<T.$$

The mean potential energy lies strictly between $T/4$ and $T/2$. The integrals converge because $|x|^n e^{-V/T}\le|x|^n e^{-ax^2/T}$ for every natural $n$.

## The theorems in words

`boltzmannAverage V A T` is the ratio of integrals above, with the potential as first argument and the observable as second. Mean potential energies therefore have the same function in both places.

- `power_well_equipartition` states $p\langle V\rangle=T$ for real $p>0$.
- `even_power_equipartition` states $2k\langle V\rangle=T$ for natural $k\ge1$; dividing by $2k$ gives the familiar quotient.
- `quartic_and_harmonic_energy` gives the values $T/4$ and $T/2$ directly.
- `average_position_mul_slope` takes the slope as a separate function `V'`, tied to `V` by `HasDerivAt` at every point. The three integrability conditions `hZ`, `h1` and `h2` are assumed; they say that the partition integral and the thermal averages of $|x|$ and $|xV'|$ are finite. The last condition restricts the slope as well as the confinement.
- `mixed_well_energy_bounds` needs no such assumption, since integrability is proved for that well.

All of this concerns a single classical coordinate. Kinetic energy, coupling between modes and quantum effects are absent, and the mixed-well bounds do not treat double wells, where $a<0$. In simulation practice, the values can serve as a check on a classical sampler run on one decoupled coordinate.

## The Lean file

```lean
import Mathlib

open MeasureTheory

namespace AnharmonicEquipartition

noncomputable section

/-- The Boltzmann average of the observable `A` in the potential `V` at temperature `T`,
in units where the Boltzmann constant is one. -/
def boltzmannAverage (V A : ℝ → ℝ) (T : ℝ) : ℝ :=
  (∫ x, A x * Real.exp (-V x / T)) / ∫ x, Real.exp (-V x / T)

/-- The absolute moments of the Boltzmann weight of a power-law well `a |x|^p`,
expressed through the Gamma function. -/
theorem power_well_moment {a T p q : ℝ} (ha : 0 < a) (hT : 0 < T) (hp : 0 < p)
    (hq : -1 < q) :
    ∫ x : ℝ, |x| ^ q * Real.exp (-(a * |x| ^ p) / T) =
      2 * ((a / T) ^ (-(q + 1) / p) * (1 / p) * Real.Gamma ((q + 1) / p)) := by
  -- fold the line onto the half-line, where the integral is a Gamma integral
  have h := integral_comp_abs (f := fun x : ℝ => x ^ q * Real.exp (-(a * x ^ p) / T))
  have h2 := integral_rpow_mul_exp_neg_mul_rpow hp hq (div_pos ha hT)
  have e : ∀ x : ℝ, -(a * x ^ p) / T = -(a / T) * x ^ p := by
    intro x
    ring
  simp only [e] at h ⊢
  rw [h, h2]

/-- Equipartition in a power-law well: for `V(x) = a |x|^p` with real `p > 0`,
`p` times the mean potential energy equals the temperature. -/
theorem power_well_equipartition {a T p : ℝ} (ha : 0 < a) (hT : 0 < T) (hp : 0 < p) :
    p * boltzmannAverage (fun x => a * |x| ^ p) (fun x => a * |x| ^ p) T = T := by
  have h0 := power_well_moment (q := 0) ha hT hp (by norm_num)
  simp only [Real.rpow_zero, one_mul, zero_add] at h0
  have h1 := power_well_moment (q := p) ha hT hp (by linarith)
  have hn : ∫ x : ℝ, a * |x| ^ p * Real.exp (-(a * |x| ^ p) / T) =
      a * (2 * ((a / T) ^ (-(p + 1) / p) * (1 / p) * Real.Gamma ((p + 1) / p))) := by
    rw [← h1, ← integral_const_mul]
    congr 1
    ext x
    ring
  -- the recursion of the Gamma function supplies the factor 1/p
  have he : (p + 1) / p = 1 / p + 1 := by
    rw [add_div, div_self hp.ne', add_comm]
  have hG : Real.Gamma ((p + 1) / p) = 1 / p * Real.Gamma (1 / p) := by
    rw [he, Real.Gamma_add_one (one_div_pos.mpr hp).ne']
  have he2 : -(p + 1) / p = -1 / p + -1 := by
    rw [neg_div, he]
    ring
  have hc : (a / T) ^ (-(p + 1) / p) = (a / T) ^ (-1 / p) * (T / a) := by
    rw [he2, Real.rpow_add (div_pos ha hT), Real.rpow_neg_one, inv_div]
  have hg := (Real.Gamma_pos_of_pos (one_div_pos.mpr hp)).ne'
  have hr := (Real.rpow_pos_of_pos (div_pos ha hT) (-1 / p)).ne'
  unfold boltzmannAverage
  rw [hn, h0, hG, hc]
  generalize (a / T) ^ (-1 / p) = r at hr ⊢
  generalize Real.Gamma (1 / p) = g at hg ⊢
  field_simp

/-- For the even-power well `V(x) = a x^(2k)` with `k ≥ 1`, `2k` times the mean
potential energy equals the temperature. -/
theorem even_power_equipartition {a T : ℝ} {k : ℕ} (ha : 0 < a) (hT : 0 < T)
    (hk : 1 ≤ k) :
    2 * (k : ℝ) *
      boltzmannAverage (fun x => a * x ^ (2 * k)) (fun x => a * x ^ (2 * k)) T = T := by
  have hp : (0 : ℝ) < ((2 * k : ℕ) : ℝ) := Nat.cast_pos.mpr (by omega)
  have h := power_well_equipartition ha hT hp
  have e : ∀ x : ℝ, |x| ^ ((2 * k : ℕ) : ℝ) = x ^ (2 * k) := by
    intro x
    rw [Real.rpow_natCast, pow_mul, sq_abs, ← pow_mul]
  simp only [e] at h
  rw [Nat.cast_mul, Nat.cast_ofNat] at h
  exact h

/-- A purely quartic mode has mean potential energy `T/4`, a harmonic mode `T/2`. -/
theorem quartic_and_harmonic_energy {a T : ℝ} (ha : 0 < a) (hT : 0 < T) :
    boltzmannAverage (fun x => a * x ^ 4) (fun x => a * x ^ 4) T = T / 4 ∧
    boltzmannAverage (fun x => a * x ^ 2) (fun x => a * x ^ 2) T = T / 2 := by
  have h4 : 2 * ((2 : ℕ) : ℝ) *
      boltzmannAverage (fun x => a * x ^ 4) (fun x => a * x ^ 4) T = T :=
    even_power_equipartition (k := 2) ha hT (by norm_num)
  have h2 : 2 * ((1 : ℕ) : ℝ) *
      boltzmannAverage (fun x => a * x ^ 2) (fun x => a * x ^ 2) T = T :=
    even_power_equipartition (k := 1) ha hT le_rfl
  push_cast at h4 h2
  constructor <;> linarith

/-- Generalised equipartition: in a differentiable well for which the integrals below
converge, the Boltzmann average of `x V'(x)` equals the temperature. -/
theorem average_position_mul_slope {V V' : ℝ → ℝ} {T : ℝ} (hT : 0 < T)
    (hV : ∀ x, HasDerivAt V (V' x) x)
    (hZ : Integrable fun x => Real.exp (-V x / T))
    (h1 : Integrable fun x => x * Real.exp (-V x / T))
    (h2 : Integrable fun x => x * V' x * Real.exp (-V x / T)) :
    boltzmannAverage V (fun x => x * V' x) T = T := by
  have hd : ∀ x, HasDerivAt (fun y => y * Real.exp (-V y / T))
      (Real.exp (-V x / T) - x * V' x * Real.exp (-V x / T) / T) x := by
    intro x
    have h := (hasDerivAt_id' x).fun_mul (((hV x).fun_neg.div_const T).exp)
    exact h.congr_deriv (by ring)
  -- the total derivative integrates to zero: no boundary terms survive
  have h0 := integral_eq_zero_of_hasDerivAt_of_integrable hd
    (hZ.sub (h2.div_const T)) h1
  rw [integral_sub hZ (h2.div_const T), integral_div] at h0
  have h3 := (sub_eq_zero.mp h0).symm
  rw [div_eq_iff hT.ne'] at h3
  have hpos := integral_exp_pos hZ
  change (∫ x, x * V' x * Real.exp (-V x / T)) / (∫ x, Real.exp (-V x / T)) = T
  rw [div_eq_iff hpos.ne']
  linarith

/-- Every natural power of the displacement is integrable against the Boltzmann weight of the mixed
well `a x² + b x⁴`. -/
theorem mixed_well_integrable {a b T : ℝ} (ha : 0 < a) (hb : 0 < b) (hT : 0 < T)
    (n : ℕ) :
    Integrable fun x : ℝ => x ^ n * Real.exp (-(a * x ^ 2 + b * x ^ 4) / T) := by
  have h : Integrable fun x : ℝ => x ^ n * Real.exp (-(a / T) * x ^ 2) := by
    have hs : (-1 : ℝ) < (n : ℝ) := by
      have := Nat.cast_nonneg (α := ℝ) n
      linarith
    have := integrable_rpow_mul_exp_neg_mul_sq (div_pos ha hT) hs
    simpa only [Real.rpow_natCast] using this
  -- the quartic term only lowers the Gaussian weight
  refine h.mono (Continuous.aestronglyMeasurable (by fun_prop)) (.of_forall fun x => ?_)
  simp only [norm_mul, Real.norm_eq_abs, Real.abs_exp]
  refine mul_le_mul_of_nonneg_left (Real.exp_le_exp.mpr ?_) (by positivity)
  have h4 : 0 ≤ b * x ^ 4 / T := by positivity
  have e : -(a * x ^ 2 + b * x ^ 4) / T = -(a / T) * x ^ 2 - b * x ^ 4 / T := by ring
  linarith

/-- A mode with both a harmonic and a quartic restoring term has mean potential energy
strictly between `T/4` and `T/2`. -/
theorem mixed_well_energy_bounds {a b T : ℝ} (ha : 0 < a) (hb : 0 < b) (hT : 0 < T) :
    T / 4 < boltzmannAverage (fun x => a * x ^ 2 + b * x ^ 4)
      (fun x => a * x ^ 2 + b * x ^ 4) T ∧
    boltzmannAverage (fun x => a * x ^ 2 + b * x ^ 4)
      (fun x => a * x ^ 2 + b * x ^ 4) T < T / 2 := by
  have hI := mixed_well_integrable ha hb hT
  have hZ : Integrable fun x : ℝ => Real.exp (-(a * x ^ 2 + b * x ^ 4) / T) := by
    simpa only [pow_zero, one_mul] using hI 0
  have hpos := integral_exp_pos hZ
  have split : ∀ c d : ℝ,
      ∫ x : ℝ, (c * x ^ 2 + d * x ^ 4) * Real.exp (-(a * x ^ 2 + b * x ^ 4) / T) =
        c * (∫ x : ℝ, x ^ 2 * Real.exp (-(a * x ^ 2 + b * x ^ 4) / T)) +
        d * (∫ x : ℝ, x ^ 4 * Real.exp (-(a * x ^ 2 + b * x ^ 4) / T)) := by
    intro c d
    rw [← integral_const_mul, ← integral_const_mul,
      ← integral_add ((hI 2).const_mul c) ((hI 4).const_mul d)]
    congr 1
    ext x
    ring
  have p2 : 0 < ∫ x : ℝ, x ^ 2 * Real.exp (-(a * x ^ 2 + b * x ^ 4) / T) :=
    integral_pos_of_integrable_nonneg_nonzero (x := 1) (by fun_prop) (hI 2)
      (fun x => by positivity) (by positivity)
  have p4 : 0 < ∫ x : ℝ, x ^ 4 * Real.exp (-(a * x ^ 2 + b * x ^ 4) / T) :=
    integral_pos_of_integrable_nonneg_nonzero (x := 1) (by fun_prop) (hI 4)
      (fun x => by positivity) (by positivity)
  -- generalised equipartition weights the two terms by their degrees 2 and 4
  have hv := average_position_mul_slope (V := fun x => a * x ^ 2 + b * x ^ 4)
    (V' := fun x => 2 * a * x + 4 * b * x ^ 3) hT
    (fun x => (((hasDerivAt_pow 2 x).const_mul a).fun_add
      ((hasDerivAt_pow 4 x).const_mul b)).congr_deriv (by norm_num; ring))
    hZ (by simpa only [pow_one] using hI 1)
    ((((hI 2).const_mul (2 * a)).add ((hI 4).const_mul (4 * b))).congr
      (.of_forall fun x => by dsimp; ring))
  unfold boltzmannAverage at hv ⊢
  rw [div_eq_iff hpos.ne'] at hv
  have e : ∫ x : ℝ, x * (2 * a * x + 4 * b * x ^ 3) *
      Real.exp (-(a * x ^ 2 + b * x ^ 4) / T) =
      ∫ x : ℝ, (2 * a * x ^ 2 + 4 * b * x ^ 4) *
        Real.exp (-(a * x ^ 2 + b * x ^ 4) / T) := by
    congr 1
    ext x
    ring
  rw [e, split] at hv
  rw [split]
  have q2 := mul_pos ha p2
  have q4 := mul_pos hb p4
  constructor
  · rw [lt_div_iff₀ hpos]
    linarith
  · rw [div_lt_iff₀ hpos]
    linarith

end

end AnharmonicEquipartition
```

```lean
#print axioms AnharmonicEquipartition.quartic_and_harmonic_energy
#print axioms AnharmonicEquipartition.mixed_well_energy_bounds
```

```
'AnharmonicEquipartition.quartic_and_harmonic_energy' depends on axioms: [propext, Classical.choice, Quot.sound]
'AnharmonicEquipartition.mixed_well_energy_bounds' depends on axioms: [propext, Classical.choice, Quot.sound]
```

## How the proof follows the derivation

`power_well_moment` is the formula for $M_q$. `integral_comp_abs` folds the line onto the half-line, and a Mathlib lemma evaluates the remaining Gamma integral.

`power_well_equipartition` uses this formula at $q=0$ and $q=p$. The step `hn` takes the constant $a$ out of the numerator, `hG` is the Gamma recursion, and `hc` splits off the factor $c^{-1}=T/a$. The common factors $c^{-1/p}$ and $\Gamma(1/p)$ are known to be nonzero, and `field_simp` cancels them.

`even_power_equipartition` sets $p=2k$ and identifies the real power $|x|^{2k}$ with the natural power $x^{2k}$. The quartic and harmonic values are the cases $k=2$ and $k=1$.

In `average_position_mul_slope`, `hd` is the product rule. The lemma `integral_eq_zero_of_hasDerivAt_of_integrable` then replaces the argument about boundary terms. The partition integral is positive by `integral_exp_pos`, which permits the final division.

`mixed_well_integrable` carries out the Gaussian comparison through `h.mono`. In `mixed_well_energy_bounds`, `split` separates the quadratic and quartic integrals. Both are positive (`p2`, `p4`), because their integrands are continuous, nonnegative and nonzero at $x=1$. The general identity enters as `hv`. Once the denominators are cleared, `linarith` derives the two inequalities from it, as in the display for $E_2$ and $E_4$, but with unnormalised integrals.
